# The Damon-Eshbach frequency rises strictly with wavenumber between its long- and short-wavelength limits

The Damon-Eshbach spin-wave frequency is defined here by the closed formula `√(wH * (wH + wM) + wM ^ 2 * (1 - Real.exp (-(2 * x))) / 4)`, where `x` is the reduced wavenumber and the field frequency `wH` and magnetization frequency `wM` are both positive. The theorem takes this formula as given and says that the frequency increases strictly for `x > 0`, tends to `√(wH * (wH + wM))` as `x` falls to zero, and tends to `wH + wM / 2` as `x` grows without bound. For the monotonicity, the attempt compares the expressions under the square root, using the fact that the exponential decreases. The first limit comes from continuity at zero, and the second from the decay of the exponential, which leaves a perfect square under the root.

An attempt in Lean 4 with a fault in it:

```lean
import Mathlib

open Filter Topology Set

namespace DipolarSpinWaves

noncomputable section

/-- The Damon-Eshbach frequency at reduced wavenumber `x ≥ 0`, with field frequency `wH` and
magnetization frequency `wM`. -/
def damonEshbach (wH wM x : ℝ) : ℝ :=
  √(wH * (wH + wM) + wM ^ 2 * (1 - Real.exp (-(2 * x))) / 4)

/-- The Damon-Eshbach branch increases strictly with wavenumber, from the limit
`√(wH (wH + wM))` at long wavelength to the limit `wH + wM / 2` at short wavelength. -/
theorem damonEshbach_branch {wH wM : ℝ} (hH : 0 < wH) (hM : 0 < wM) :
    StrictMonoOn (damonEshbach wH wM) (Ioi 0) ∧
      Tendsto (damonEshbach wH wM) (𝓝[>] 0) (𝓝 √(wH * (wH + wM))) ∧
      Tendsto (damonEshbach wH wM) atTop (𝓝 (wH + wM / 2)) := by
  refine ⟨?_, ?_, ?_⟩
  · intro x hx y hy hxy
    have hx' : 0 < x := hx
    have h1 : Real.exp (-(2 * x)) < 1 := Real.exp_lt_one (by linarith)
    have h2 : Real.exp (-(2 * y)) < Real.exp (-(2 * x)) :=
      Real.exp_lt_exp.mpr (by linarith)
    have hM2 : 0 < wM ^ 2 := by positivity
    have hHM : 0 < wH * (wH + wM) := by positivity
    refine Real.sqrt_lt_sqrt ?_ ?_
    · nlinarith [mul_pos hM2 (sub_pos.mpr h1)]
    · nlinarith [mul_pos hM2 (sub_pos.mpr h2)]
  · have hc : Continuous (damonEshbach wH wM) := by
      unfold damonEshbach
      fun_prop
    have h0 : damonEshbach wH wM 0 = √(wH * (wH + wM)) := by
      simp [damonEshbach]
    rw [← h0]
    exact (hc.tendsto 0).mono_left nhdsWithin_le_nhds
  · have he : Tendsto (fun x : ℝ => Real.exp (-(2 * x))) atTop (𝓝 0) :=
      Real.tendsto_exp_neg_atTop_nhds_zero.comp
        (tendsto_id.const_mul_atTop (two_pos : (0 : ℝ) < 2))
    have h := ((((he.const_sub 1).const_mul (wM ^ 2)).div_const 4).const_add
      (wH * (wH + wM))).sqrt
    -- the limiting radicand is a perfect square
    rw [show wH * (wH + wM) + wM ^ 2 * (1 - 0) / 4 = (wH + wM / 2) ^ 2 by ring,
      Real.sqrt_sq (by positivity)] at h
    exact h

end

end DipolarSpinWaves
```

The compiler's answer:

```
Main.lean:23:41: error(lean.unknownIdentifier): Unknown constant `Real.exp_lt_one`
```

Fix (accepted with no message):

```diff
@@ -21,5 +21,5 @@
   · intro x hx y hy hxy
     have hx' : 0 < x := hx
-    have h1 : Real.exp (-(2 * x)) < 1 := Real.exp_lt_one (by linarith)
+    have h1 : Real.exp (-(2 * x)) < 1 := Real.exp_lt_one_iff.mpr (by linarith)
     have h2 : Real.exp (-(2 * y)) < Real.exp (-(2 * x)) :=
       Real.exp_lt_exp.mpr (by linarith)
```

What went wrong. The message says that Lean knows no constant called `Real.exp_lt_one`. The proof calls it to get `h1`, the bound `Real.exp (-(2 * x)) < 1`, which is then used to show that the expression under the square root is nonnegative at `x`. The bound is true for positive `x`, but the name refers to nothing in the imported library, so the step fails whatever argument it is given.

The repair uses `Real.exp_lt_one_iff`, which states the same fact as an equivalence: the exponential of a real number is below one exactly when that number is negative. Its `.mpr` direction turns a proof that the exponent is negative into the bound. What remains is `-(2 * x) < 0`, which `linarith` proves from `hx' : 0 < x`. The argument `(by linarith)` is therefore kept as it was, and so is the rest of the proof.
